# For a nonzero wave function on finitely many configurations, the local energy sampled from |ψ|² averages to ⟨ψ,Hψ⟩/⟨ψ,ψ⟩

A variational Monte Carlo run walks through configurations $x$ of a lattice model, visiting each with probability proportional to $|\psi(x)|^2$, and at every stop it records the local energy $E_L(x) = (H\psi)(x)/\psi(x)$. The mean of these records is reported as the energy of $\psi$. With a complex $\psi$, my recorded values have imaginary parts, although $H$ is Hermitian and the energy must be real. I understand that the imaginary parts should average to zero, and that the scatter of $E_L$ should disappear when $\psi$ is an eigenvector. I'm less sure what happens if $\psi$ vanishes on some configurations. Can all this be stated rigorously for a finite configuration set, with a proof that a machine has checked?

## The factor ψ(x) cancels against the sampling weight

Yes, and the proof is short. The average comes out right for every nonzero $\psi$, with or without zeros. Zeros matter only for the statement about the scatter.

Let $H$ be a complex matrix indexed by the configurations, so that $(H\psi)(x) = \sum_y H(x,y)\,\psi(y)$. Write $\langle\varphi,\chi\rangle = \sum_x \overline{\varphi(x)}\,\chi(x)$ for the inner product, and
$$N = \langle\psi,\psi\rangle = \sum_x |\psi(x)|^2, \qquad p(x) = \frac{|\psi(x)|^2}{N}.$$
If $\psi \neq 0$, at least one term of $N$ is positive and none is negative, so $N > 0$ and $\sum_x p(x) = N/N = 1$.

Where $\psi(x) \neq 0$, writing $|\psi(x)|^2 = \overline{\psi(x)}\,\psi(x)$ gives
$$p(x)\,E_L(x) = \frac{\overline{\psi(x)}\,\psi(x)}{N}\,\frac{(H\psi)(x)}{\psi(x)} = \frac{\overline{\psi(x)}\,(H\psi)(x)}{N}.$$
Where $\psi(x) = 0$, a configuration I'll call a node, the walk never stops, so the term $p(x)\,E_L(x)$ is counted as zero, and the right-hand side is zero as well. Summing over all $x$,
$$\sum_x p(x)\,E_L(x) = \frac{\langle\psi,H\psi\rangle}{\langle\psi,\psi\rangle}.$$

Hermiticity has not been used yet. It enters through
$$\overline{\langle\psi,H\psi\rangle} = \sum_{x,y} \psi(x)\,\overline{H(x,y)}\,\overline{\psi(y)} = \sum_{x,y} \overline{\psi(y)}\,H(y,x)\,\psi(x) = \langle\psi,H\psi\rangle,$$
which makes the energy real. Since the weights $p(x)$ are real, the imaginary part of the average is the average of the imaginary parts, and so $\sum_x p(x)\,\operatorname{Im} E_L(x) = 0$.

The individual imaginary parts need not vanish. Take configurations $0$ and $1$, with
$$H = \begin{pmatrix} 0 & -i \\ i & 0 \end{pmatrix}, \qquad \psi = \frac{1}{\sqrt2}\begin{pmatrix}1\\1\end{pmatrix}.$$
The local energies are $-i$ and $i$, each with probability $\tfrac12$, and their average is $0$.

## The scatter measures the residual of the eigenvalue equation

Now let $\psi$ be nonzero on every configuration, and let $E$ be any complex number. From $(H\psi)(x) = E_L(x)\,\psi(x)$ it follows that
$$(H\psi)(x) - E\,\psi(x) = \psi(x)\,\bigl(E_L(x) - E\bigr).$$
Taking squared moduli, dividing by $N$ and summing gives
$$\sum_x p(x)\,|E_L(x)-E|^2 = \frac{\lVert H\psi - E\psi\rVert^2}{\lVert\psi\rVert^2}.$$
The left side is a sum of nonnegative terms with strictly positive weights. It vanishes exactly when $E_L(x) = E$ for every $x$, that is, when $H\psi = E\psi$.

To get the variance, let $E$ be the average of $E_L$. If the variance is zero, $\psi$ is an eigenvector and the average is its eigenvalue. Conversely, if $H\psi = E'\psi$ for some $E'$, the local energy equals $E'$ everywhere, so its average is $E'$ and the variance is zero.

A node can spoil this equivalence. Take
$$H = \begin{pmatrix} 0 & 1 \\ 1 & 0 \end{pmatrix}, \qquad \psi = \begin{pmatrix}1\\0\end{pmatrix}, \qquad H\psi = \begin{pmatrix}0\\1\end{pmatrix}.$$
The walk only ever visits configuration $0$, where the local energy is $0$, so the recorded variance is zero. Yet $\psi$ is not an eigenvector: the whole residual sits on configuration $1$, which is never sampled. Only this direction is lost. If a nonzero $\psi$ with nodes does satisfy $H\psi = E'\psi$, the local energy equals $E'$ wherever $\psi(x) \neq 0$, so the sampled values still have no scatter. The Lean theorems on the scatter assume that there are no nodes and don't include this case.

## How the physics is expressed in Lean

The configurations are the elements of a finite type `n`, the Hamiltonian is `H : Matrix n n ℂ`, and the wave function is a function `ψ : n → ℂ` that need not be normalised. The product `H *ᵥ ψ` is $H\psi$, and `star ψ ⬝ᵥ H *ᵥ ψ` is $\langle\psi,H\psi\rangle$, with the conjugate on the left factor. The definitions `normSum`, `bornProb` and `localEnergy` are $N$, $p(x)$ and $E_L(x)$. `average ψ f` is the exact weighted sum of `f`, and `deviation H ψ E` is the mean square deviation of the local energy from `E`.

The main theorem, `local_energy_estimator`, assumes that `H` is Hermitian and that `ψ ≠ 0`. It states three things: the probabilities sum to one, the local energy averages to the energy quotient, and its imaginary part averages to zero. The middle statement is also available as `average_localEnergy`, for any matrix. Lean evaluates a quotient with denominator zero as zero, so `localEnergy` has the value zero at a node, but that value always carries zero weight.

The theorems on the scatter replace `ψ ≠ 0` by the hypothesis `∀ x, ψ x ≠ 0`, which implies `ψ ≠ 0` as soon as there is at least one configuration. Physically it says that every configuration has a positive sampling probability. They don't require `H` to be Hermitian. `deviation_eq_residual` is the residual formula, `deviation_eq_zero_iff` treats a fixed reference value `E`, and `zero_variance_iff` treats the variance about the average on a nonempty configuration set. The deviation uses the full complex modulus, and this matters: in the example with local energies $\mp i$ the real parts have no scatter at all, although $\psi$ is not an eigenvector.

The model covers lattice Hamiltonians on finite clusters with finitely many states per site, and electronic Hamiltonians in a finite orthonormal basis of determinants, where $x$ labels the determinants; for these it shows that the expected value of the sampled local energy is the energy of $\psi$. It does not treat electrons in continuous space, where the local energy can diverge near nodes and integrability has to be examined. The averages are exact sums over the distribution, so the convergence of a Markov chain and the statistical error of a finite run are separate questions.

```lean
import Mathlib

open Matrix

namespace LocalEnergyEstimator

noncomputable section

variable {n : Type*} [Fintype n]

/-- The squared norm of a wave function, the sum of `|ψ(x)|²` over all configurations. -/
def normSum (ψ : n → ℂ) : ℝ := ∑ x, ‖ψ x‖ ^ 2

/-- The probability `|ψ(x)|² / ⟨ψ,ψ⟩` with which configuration `x` is sampled. -/
def bornProb (ψ : n → ℂ) (x : n) : ℝ := ‖ψ x‖ ^ 2 / normSum ψ

/-- The local energy `(Hψ)(x) / ψ(x)`. -/
def localEnergy (H : Matrix n n ℂ) (ψ : n → ℂ) (x : n) : ℂ := (H *ᵥ ψ) x / ψ x

/-- The average of a complex observable `f` over configurations sampled from `|ψ|²`. -/
def average (ψ f : n → ℂ) : ℂ := ∑ x, (bornProb ψ x : ℂ) * f x

/-- The mean square deviation of the local energy from a reference value `E`. -/
def deviation (H : Matrix n n ℂ) (ψ : n → ℂ) (E : ℂ) : ℝ :=
  ∑ x, bornProb ψ x * ‖localEnergy H ψ x - E‖ ^ 2

/-- A nonzero wave function has positive squared norm. -/
theorem normSum_pos {ψ : n → ℂ} (hψ : ψ ≠ 0) : 0 < normSum ψ := by
  obtain ⟨x, hx⟩ := Function.ne_iff.mp hψ
  have hx' : 0 < ‖ψ x‖ := norm_pos_iff.mpr (by simpa using hx)
  exact Finset.sum_pos' (fun _ _ => by positivity) ⟨x, Finset.mem_univ x, by positivity⟩

/-- For a complex number, `conj z * z` is the squared modulus. -/
theorem star_mul_self_eq (z : ℂ) : star z * z = ((‖z‖ ^ 2 : ℝ) : ℂ) := by
  rw [Complex.star_def, mul_comm, Complex.mul_conj, Complex.normSq_eq_norm_sq]

/-- The inner product `⟨ψ,ψ⟩` is the sum of `|ψ(x)|²`. -/
theorem inner_self_eq (ψ : n → ℂ) : star ψ ⬝ᵥ ψ = (normSum ψ : ℂ) := by
  simp only [dotProduct, normSum, Pi.star_apply, Complex.ofReal_sum]
  exact Finset.sum_congr rfl fun x _ => star_mul_self_eq (ψ x)

/-- The average local energy is `⟨ψ,Hψ⟩ / ⟨ψ,ψ⟩`, for any matrix `H`. -/
theorem average_localEnergy (H : Matrix n n ℂ) (ψ : n → ℂ) :
    average ψ (localEnergy H ψ) = (star ψ ⬝ᵥ H *ᵥ ψ) / (star ψ ⬝ᵥ ψ) := by
  rw [inner_self_eq]
  simp only [average, bornProb, localEnergy, dotProduct, Pi.star_apply, Finset.sum_div]
  refine Finset.sum_congr rfl fun x _ => ?_
  by_cases h : ψ x = 0
  · -- a node carries no weight on either side
    simp [h]
  · -- away from nodes one factor of `ψ x` cancels
    rw [Complex.ofReal_div, ← star_mul_self_eq]
    calc _ = star (ψ x) * (H *ᵥ ψ) x / (normSum ψ : ℂ) * (ψ x / ψ x) := by ring
      _ = _ := by rw [div_self h, mul_one]

/-- For Hermitian `H` and nonzero `ψ`, the sampling probabilities sum to one, the local energy
averages to `⟨ψ,Hψ⟩ / ⟨ψ,ψ⟩`, and its imaginary part averages to zero. -/
theorem local_energy_estimator {H : Matrix n n ℂ} (hH : H.IsHermitian)
    {ψ : n → ℂ} (hψ : ψ ≠ 0) :
    ∑ x, bornProb ψ x = 1 ∧
    average ψ (localEnergy H ψ) = (star ψ ⬝ᵥ H *ᵥ ψ) / (star ψ ⬝ᵥ ψ) ∧
    ∑ x, bornProb ψ x * (localEnergy H ψ x).im = 0 := by
  refine ⟨?_, average_localEnergy H ψ, ?_⟩
  · simp only [bornProb]
    rw [← Finset.sum_div]
    exact div_self (normSum_pos hψ).ne'
  · -- hermiticity makes `⟨ψ,Hψ⟩` equal to its own conjugate
    have h : star ψ ⬝ᵥ H *ᵥ ψ = star (star ψ ⬝ᵥ H *ᵥ ψ) := by
      calc _ = star (star (H *ᵥ ψ) ⬝ᵥ ψ) := Matrix.star_dotProduct _ _
        _ = _ := by rw [Matrix.star_mulVec, hH.eq, ← Matrix.dotProduct_mulVec]
    have him : (star ψ ⬝ᵥ H *ᵥ ψ).im = 0 := by
      have h2 := congrArg Complex.im h
      rw [Complex.star_def, Complex.conj_im] at h2
      linarith
    have havg := congrArg Complex.im (average_localEnergy H ψ)
    rw [inner_self_eq, Complex.div_ofReal_im, him, zero_div] at havg
    simpa only [average, Complex.im_sum, Complex.im_ofReal_mul] using havg

/-- For nowhere-zero `ψ`, the mean square deviation of the local energy from `E` is the squared
norm of the residual `Hψ - Eψ` divided by that of `ψ`. -/
theorem deviation_eq_residual (H : Matrix n n ℂ) {ψ : n → ℂ} (hψ : ∀ x, ψ x ≠ 0) (E : ℂ) :
    deviation H ψ E = normSum (H *ᵥ ψ - E • ψ) / normSum ψ := by
  unfold deviation
  rw [normSum, Finset.sum_div]
  refine Finset.sum_congr rfl fun x _ => ?_
  have h1 : localEnergy H ψ x * ψ x = (H *ᵥ ψ) x := div_mul_cancel₀ _ (hψ x)
  have h2 : (H *ᵥ ψ - E • ψ) x = ψ x * (localEnergy H ψ x - E) := by
    rw [Pi.sub_apply, Pi.smul_apply, smul_eq_mul]
    linear_combination -h1
  rw [h2, norm_mul, mul_pow, bornProb]
  ring

/-- For nowhere-zero `ψ`, the local energy has no mean square deviation from `E` exactly when
`Hψ = Eψ`. -/
theorem deviation_eq_zero_iff (H : Matrix n n ℂ) {ψ : n → ℂ} (hψ : ∀ x, ψ x ≠ 0) (E : ℂ) :
    deviation H ψ E = 0 ↔ H *ᵥ ψ = E • ψ := by
  unfold deviation
  rw [Finset.sum_eq_zero_iff_of_nonneg
    (fun x _ => by unfold bornProb normSum; positivity)]
  constructor
  · intro h
    funext x
    have hx := h x (Finset.mem_univ x)
    have hN : 0 < normSum ψ := normSum_pos fun h0 => hψ x (congrFun h0 x)
    have hn : 0 < ‖ψ x‖ := norm_pos_iff.mpr (hψ x)
    -- every configuration is visited, so the local energy equals `E` everywhere
    have hp : bornProb ψ x ≠ 0 := by
      unfold bornProb
      positivity
    have h2 := (mul_eq_zero.mp hx).resolve_left hp
    have hE : localEnergy H ψ x = E :=
      sub_eq_zero.mp (norm_eq_zero.mp ((pow_eq_zero_iff two_ne_zero).mp h2))
    rw [Pi.smul_apply, smul_eq_mul, ← hE]
    exact (div_mul_cancel₀ _ (hψ x)).symm
  · intro h x _
    have hE : localEnergy H ψ x = E := by
      unfold localEnergy
      rw [h, Pi.smul_apply, smul_eq_mul, mul_div_assoc, div_self (hψ x), mul_one]
    rw [hE]
    simp

/-- Zero-variance principle: for nowhere-zero `ψ`, the variance of the local energy about its
average vanishes exactly when `ψ` is an eigenvector of `H`. -/
theorem zero_variance_iff [Nonempty n] (H : Matrix n n ℂ) {ψ : n → ℂ} (hψ : ∀ x, ψ x ≠ 0) :
    deviation H ψ (average ψ (localEnergy H ψ)) = 0 ↔ ∃ E : ℂ, H *ᵥ ψ = E • ψ := by
  rw [deviation_eq_zero_iff H hψ]
  constructor
  · exact fun h => ⟨_, h⟩
  · rintro ⟨E, h⟩
    have h0 : ψ ≠ 0 := fun h0 => hψ (Classical.arbitrary n) (congrFun h0 _)
    have hN : star ψ ⬝ᵥ ψ ≠ 0 := by
      rw [inner_self_eq]
      exact Complex.ofReal_ne_zero.mpr (normSum_pos h0).ne'
    -- the average of a constant local energy is that constant
    have hE : average ψ (localEnergy H ψ) = E := by
      rw [average_localEnergy, h, dotProduct_smul, smul_eq_mul, mul_div_assoc,
        div_self hN, mul_one]
    rw [hE, h]

/-- A Hermitian two-state matrix and the uniform wave function for which the local energies are
`-i` and `i`. -/
theorem imaginary_local_energies :
    (!![0, -Complex.I; Complex.I, 0] : Matrix (Fin 2) (Fin 2) ℂ).IsHermitian ∧
    localEnergy !![0, -Complex.I; Complex.I, 0] ![1, 1] 0 = -Complex.I ∧
    localEnergy !![0, -Complex.I; Complex.I, 0] ![1, 1] 1 = Complex.I := by
  refine ⟨?_, ?_, ?_⟩
  · apply Matrix.IsHermitian.ext
    intro i j
    fin_cases i <;> fin_cases j <;> simp
  · simp [localEnergy, Matrix.mulVec, dotProduct, Fin.sum_univ_two]
  · simp [localEnergy, Matrix.mulVec, dotProduct, Fin.sum_univ_two]

/-- A two-state wave function with a node for which the variance of the local energy is zero
although it is not an eigenvector. -/
theorem node_hides_variance :
    deviation !![0, 1; 1, 0] ![1, 0]
      (average ![1, 0] (localEnergy !![0, 1; 1, 0] ![1, 0])) = 0 ∧
    ∀ E : ℂ, (!![0, 1; 1, 0] : Matrix (Fin 2) (Fin 2) ℂ) *ᵥ ![1, 0] ≠ E • ![1, 0] := by
  constructor
  · simp [deviation, average, bornProb, normSum, localEnergy, Matrix.mulVec, dotProduct,
      Fin.sum_univ_two]
  · intro E h
    -- the second component would read `1 = 0`
    have h1 := congrFun h 1
    simp [Matrix.mulVec, dotProduct, Fin.sum_univ_two] at h1

end

end LocalEnergyEstimator
```

```lean
#print axioms LocalEnergyEstimator.local_energy_estimator
#print axioms LocalEnergyEstimator.zero_variance_iff
#print axioms LocalEnergyEstimator.imaginary_local_energies
#print axioms LocalEnergyEstimator.node_hides_variance
```

```
'LocalEnergyEstimator.local_energy_estimator' depends on axioms: [propext, Classical.choice, Quot.sound]
'LocalEnergyEstimator.zero_variance_iff' depends on axioms: [propext, Classical.choice, Quot.sound]
'LocalEnergyEstimator.imaginary_local_energies' depends on axioms: [propext, Classical.choice, Quot.sound]
'LocalEnergyEstimator.node_hides_variance' depends on axioms: [propext, Classical.choice, Quot.sound]
```

## How the Lean proof follows the derivation

**Normalisation.** `normSum_pos` extracts from `ψ ≠ 0` a configuration with a nonzero amplitude and concludes that a sum of nonnegative terms with one positive term is positive. The two lemmas after it, `star_mul_self_eq` and `inner_self_eq`, identify $\overline{z}z$ with $|z|^2$ and $\langle\psi,\psi\rangle$ with `normSum ψ`.

**The energy average.** `average_localEnergy` moves the division by $N$ inside the sum and compares the two sides configuration by configuration, using `Finset.sum_congr`. The split `by_cases h : ψ x = 0` separates nodes from the rest. At a node both sides are zero. Elsewhere, the `calc` block rearranges the term until the factor `ψ x / ψ x` stands alone, and `div_self h` replaces it by one. This is the cancellation in the derivation above.

**The imaginary part.** Within `local_energy_estimator`, the statement `h` says that $\langle\psi,H\psi\rangle$ equals its own conjugate. It is obtained by writing the conjugate of `H *ᵥ ψ` with the conjugate transpose of `H`, replacing that by `H` through `hH.eq`, and moving `H` back across the product. Comparing imaginary parts shows that the imaginary part equals its own negative, and `linarith` concludes that it is zero. The proof then takes the imaginary part of the whole energy identity. Because the denominator and the weights are real, what remains is the sum of `bornProb ψ x * (localEnergy H ψ x).im`.

**The residual.** In `deviation_eq_residual`, `h1` is $E_L(x)\,\psi(x) = (H\psi)(x)$ and `h2` is the factorised residual, which `linear_combination` derives from `h1`. Multiplicativity of the norm then gives the formula term by term.

**Zero scatter.** `deviation_eq_zero_iff` works directly with the sum of nonnegative terms and does not go through the residual formula. If the sum is zero, each term is zero. Since `hp` says that the probability is nonzero, the other factor must vanish, and the local energy equals `E` at that configuration. Multiplying by `ψ x` returns the eigenvalue equation. The reverse direction inserts $H\psi = E\psi$ into the definition of the local energy.

**The variance.** `zero_variance_iff` applies this lemma with the average as reference value. One direction is then immediate, with the average itself as eigenvalue. For the other, `hE` computes the average as $\langle\psi,E\psi\rangle/\langle\psi,\psi\rangle = E$, which requires the nonzero norm recorded in `hN`.

**The two examples.** `imaginary_local_energies` checks Hermiticity entry by entry and evaluates both local energies. It uses the unnormalised vector `![1, 1]`, which has the same local energies as the normalised one because a common factor drops out of the ratio. In `node_hides_variance`, the variance is computed explicitly, and an assumed eigenvalue equation is refuted by its second component, which would read $1 = 0$.

## The same cancellation with two wave functions

The argument also gives the mixed estimator used in projector Monte Carlo, a variant that is not part of the Lean code. Let $\psi$ be nowhere zero and let $\varphi$ satisfy $\langle\varphi,\psi\rangle \neq 0$. Replacing the weight $\overline{\psi(x)}\,\psi(x)$ by $\overline{\varphi(x)}\,\psi(x)$ gives
$$\frac{\sum_x \overline{\varphi(x)}\,\psi(x)\,E_L(x)}{\sum_x \overline{\varphi(x)}\,\psi(x)} = \frac{\langle\varphi,H\psi\rangle}{\langle\varphi,\psi\rangle}.$$
If $H$ is Hermitian and $\varphi$ is an eigenvector with eigenvalue $E_0$, the right-hand side is $E_0$, even when $\psi$ is only an approximation to $\varphi$. The weights form a probability distribution after normalisation if all the products $\overline{\varphi(x)}\,\psi(x)$ are nonnegative. Here nodes of $\psi$ can affect the average, because $\overline{\varphi(x)}\,(H\psi)(x)$ can be nonzero at a configuration where the weight vanishes.
